# A continuous resonant pulse moves a two-state system from state 1 to state 2 with probability sin² of the integrated coupling

The two amplitudes are modelled as given functions of time that are differentiable and satisfy the Schrödinger equations, not as the output of a chosen formula or propagator. A theorem about them therefore holds for every solution, and whether solutions exist becomes a separate question, which the file also answers.

```lean
import Mathlib

open Complex (I)

namespace PulseAreaTheorem

noncomputable section

/-- The area accumulated by the pulse `V` between time `0` and time `t`. -/
def pulseArea (V : ℝ → ℝ) (t : ℝ) : ℝ := ∫ s in (0 : ℝ)..t, V s

/-- The amplitudes `c₁`, `c₂` of a resonantly driven two-state system obey
`i c₁' = V c₂` and `i c₂' = V c₁`. -/
structure IsResonantEvolution (V : ℝ → ℝ) (c₁ c₂ : ℝ → ℂ) : Prop where
  diff₁ : Differentiable ℝ c₁
  diff₂ : Differentiable ℝ c₂
  eq₁ : ∀ t, I * deriv c₁ t = V t * c₂ t
  eq₂ : ∀ t, I * deriv c₂ t = V t * c₁ t

/-- The Schrödinger equations solved for the time derivatives of the amplitudes. -/
theorem isResonantEvolution_iff {V : ℝ → ℝ} {c₁ c₂ : ℝ → ℂ} :
    IsResonantEvolution V c₁ c₂ ↔
      ∀ t, HasDerivAt c₁ (-I * V t * c₂ t) t ∧ HasDerivAt c₂ (-I * V t * c₁ t) t := by
  constructor
  · intro h t
    constructor
    · refine (h.diff₁ t).hasDerivAt.congr_deriv ?_
      linear_combination (-I) * h.eq₁ t + deriv c₁ t * Complex.I_sq
    · refine (h.diff₂ t).hasDerivAt.congr_deriv ?_
      linear_combination (-I) * h.eq₂ t + deriv c₂ t * Complex.I_sq
  · intro h
    refine ⟨fun t => (h t).1.differentiableAt, fun t => (h t).2.differentiableAt,
      fun t => ?_, fun t => ?_⟩
    · rw [(h t).1.deriv]
      linear_combination (-(V t : ℂ) * c₂ t) * Complex.I_sq
    · rw [(h t).2.deriv]
      linear_combination (-(V t : ℂ) * c₁ t) * Complex.I_sq

/-- The pulse area of a continuous pulse grows at the rate `V t`. -/
theorem hasDerivAt_pulseArea {V : ℝ → ℝ} (hV : Continuous V) (t : ℝ) :
    HasDerivAt (pulseArea V) (V t) t :=
  (hV.integral_hasStrictDerivAt 0 t).hasDerivAt

/-- For `s = ±1` the combination `c₁ + s c₂`, multiplied by the phase factor
`exp (i s A)` with `A` the pulse area, keeps its initial value. -/
theorem dressed_amplitude {V : ℝ → ℝ} {c₁ c₂ : ℝ → ℂ} (hV : Continuous V)
    (h : IsResonantEvolution V c₁ c₂) (s : ℂ) (hs : s * s = 1) (t : ℝ) :
    (c₁ t + s * c₂ t) * Complex.exp (s * I * (pulseArea V t : ℂ)) = c₁ 0 + s * c₂ 0 := by
  -- the product has zero derivative at all times
  have key : ∀ t, HasDerivAt
      (fun t => (c₁ t + s * c₂ t) * Complex.exp (s * I * (pulseArea V t : ℂ))) 0 t := by
    intro t
    obtain ⟨h1, h2⟩ := isResonantEvolution_iff.1 h t
    have hA : HasDerivAt (fun t => (pulseArea V t : ℂ)) (V t : ℂ) t :=
      (hasDerivAt_pulseArea hV t).ofReal_comp
    have hE := (hA.const_mul (s * I)).cexp
    refine ((h1.fun_add (h2.const_mul s)).fun_mul hE).congr_deriv ?_
    linear_combination
      (c₂ t * Complex.exp (s * I * (pulseArea V t : ℂ)) * I * (V t : ℂ)) * hs
  have h0 : pulseArea V 0 = 0 := by simp [pulseArea]
  have hc := is_const_of_deriv_eq_zero (fun t => (key t).differentiableAt)
    (fun t => (key t).deriv) t 0
  simpa [h0] using hc

/-- From any initial state, the amplitudes at time `t` follow from the initial ones by
a rotation whose angle is the pulse area. -/
theorem amplitudes_eq {V : ℝ → ℝ} {c₁ c₂ : ℝ → ℂ} (hV : Continuous V)
    (h : IsResonantEvolution V c₁ c₂) (t : ℝ) :
    c₁ t = (Real.cos (pulseArea V t) : ℂ) * c₁ 0
        - I * (Real.sin (pulseArea V t) : ℂ) * c₂ 0 ∧
    c₂ t = (Real.cos (pulseArea V t) : ℂ) * c₂ 0
        - I * (Real.sin (pulseArea V t) : ℂ) * c₁ 0 := by
  have p := dressed_amplitude hV h 1 (by norm_num) t
  have m := dressed_amplitude hV h (-1) (by norm_num) t
  -- Euler's formula for the two phase factors
  have hp : Complex.exp (1 * I * (pulseArea V t : ℂ)) =
      (Real.cos (pulseArea V t) : ℂ) + (Real.sin (pulseArea V t) : ℂ) * I := by
    rw [show 1 * I * (pulseArea V t : ℂ) = (pulseArea V t : ℂ) * I by ring,
      Complex.exp_mul_I, Complex.ofReal_cos, Complex.ofReal_sin]
  have hm : Complex.exp ((-1) * I * (pulseArea V t : ℂ)) =
      (Real.cos (pulseArea V t) : ℂ) - (Real.sin (pulseArea V t) : ℂ) * I := by
    rw [show (-1) * I * (pulseArea V t : ℂ) = (-(pulseArea V t : ℂ)) * I by ring,
      Complex.exp_mul_I, Complex.cos_neg, Complex.sin_neg, Complex.ofReal_cos,
      Complex.ofReal_sin]
    ring
  rw [hp] at p
  rw [hm] at m
  have hcs : (Real.sin (pulseArea V t) : ℂ) ^ 2 + (Real.cos (pulseArea V t) : ℂ) ^ 2 = 1 := by
    exact_mod_cast Real.sin_sq_add_cos_sq (pulseArea V t)
  generalize (Real.sin (pulseArea V t) : ℂ) = S at *
  generalize (Real.cos (pulseArea V t) : ℂ) = C at *
  -- half the sum and half the difference of the two combinations
  constructor
  · linear_combination (C - S * I) / 2 * p + (C + S * I) / 2 * m - c₁ t * hcs
      + c₁ t * S ^ 2 * Complex.I_sq
  · linear_combination (C - S * I) / 2 * p - (C + S * I) / 2 * m - c₂ t * hcs
      + c₂ t * S ^ 2 * Complex.I_sq

/-- **Pulse-area theorem.** A system that starts in state 1 is found in state 2 at time `t`
with probability `sin²` of the pulse area, for every continuous pulse `V`. -/
theorem pulse_area_theorem {V : ℝ → ℝ} {c₁ c₂ : ℝ → ℂ} (hV : Continuous V)
    (h : IsResonantEvolution V c₁ c₂) (h₁ : c₁ 0 = 1) (h₂ : c₂ 0 = 0) (t : ℝ) :
    ‖c₂ t‖ ^ 2 = Real.sin (∫ s in (0 : ℝ)..t, V s) ^ 2 := by
  have hc : c₂ t = -(I * (Real.sin (pulseArea V t) : ℂ)) := by
    rw [(amplitudes_eq hV h t).2, h₁, h₂]
    ring
  rw [hc, norm_neg, norm_mul, Complex.norm_I, one_mul, Complex.norm_real,
    Real.norm_eq_abs, sq_abs, pulseArea]

/-- For every continuous pulse and all initial amplitudes `a`, `b`, the rotation by the
pulse area solves the Schrödinger equations. -/
theorem isResonantEvolution_witness {V : ℝ → ℝ} (hV : Continuous V) (a b : ℂ) :
    IsResonantEvolution V
      (fun t => (Real.cos (pulseArea V t) : ℂ) * a - I * (Real.sin (pulseArea V t) : ℂ) * b)
      (fun t => (Real.cos (pulseArea V t) : ℂ) * b
        - I * (Real.sin (pulseArea V t) : ℂ) * a) := by
  -- both equations are the same computation with `a` and `b` exchanged
  have key : ∀ (a b : ℂ) (t : ℝ), HasDerivAt
      (fun t => (Real.cos (pulseArea V t) : ℂ) * a - I * (Real.sin (pulseArea V t) : ℂ) * b)
      (-I * V t * ((Real.cos (pulseArea V t) : ℂ) * b
        - I * (Real.sin (pulseArea V t) : ℂ) * a)) t := by
    intro a b t
    have hC := (hasDerivAt_pulseArea hV t).cos.ofReal_comp
    have hS := (hasDerivAt_pulseArea hV t).sin.ofReal_comp
    refine ((hC.mul_const a).fun_sub ((hS.const_mul I).mul_const b)).congr_deriv ?_
    simp only [Complex.ofReal_mul, Complex.ofReal_neg]
    linear_combination
      (-(V t : ℂ) * (Real.sin (pulseArea V t) : ℂ) * a) * Complex.I_sq
  exact isResonantEvolution_iff.2 fun t => ⟨key a b t, key b a t⟩

/-- A system that starts in state 1 is transferred completely to state 2 at time `t` exactly
when the pulse area is an odd multiple of `π / 2`. -/
theorem complete_transfer_iff {V : ℝ → ℝ} {c₁ c₂ : ℝ → ℂ} (hV : Continuous V)
    (h : IsResonantEvolution V c₁ c₂) (h₁ : c₁ 0 = 1) (h₂ : c₂ 0 = 0) (t : ℝ) :
    ‖c₂ t‖ ^ 2 = 1 ↔ ∃ n : ℤ, pulseArea V t = (2 * n + 1) * Real.pi / 2 := by
  rw [pulse_area_theorem hV h h₁ h₂ t, ← Real.cos_eq_zero_iff, ← pulseArea]
  have hcs := Real.sin_sq_add_cos_sq (pulseArea V t)
  constructor
  · intro hs
    exact (pow_eq_zero_iff two_ne_zero).1 (by linarith)
  · intro hc
    rw [hc] at hcs
    linarith

/-- Two continuous pulses `V` and `W` with equal areas at times `t` and `u` take the same
initial state to the same final state. -/
theorem final_state_eq_of_area_eq {V W : ℝ → ℝ} {c₁ c₂ d₁ d₂ : ℝ → ℂ}
    (hV : Continuous V) (hW : Continuous W)
    (hc : IsResonantEvolution V c₁ c₂) (hd : IsResonantEvolution W d₁ d₂)
    (h₁ : c₁ 0 = d₁ 0) (h₂ : c₂ 0 = d₂ 0) {t u : ℝ}
    (hA : pulseArea V t = pulseArea W u) : c₁ t = d₁ u ∧ c₂ t = d₂ u := by
  obtain ⟨e₁, e₂⟩ := amplitudes_eq hV hc t
  obtain ⟨f₁, f₂⟩ := amplitudes_eq hW hd u
  rw [hA, h₁, h₂] at e₁ e₂
  exact ⟨e₁.trans f₁.symm, e₂.trans f₂.symm⟩

end

end PulseAreaTheorem
```

```lean
#print axioms PulseAreaTheorem.pulse_area_theorem
#print axioms PulseAreaTheorem.complete_transfer_iff
#print axioms PulseAreaTheorem.final_state_eq_of_area_eq
```

```
'PulseAreaTheorem.pulse_area_theorem' depends on axioms: [propext, Classical.choice, Quot.sound]
'PulseAreaTheorem.complete_transfer_iff' depends on axioms: [propext, Classical.choice, Quot.sound]
'PulseAreaTheorem.final_state_eq_of_area_eq' depends on axioms: [propext, Classical.choice, Quot.sound]
```

## The transition probability depends on one number

A system has two states with amplitudes $c_1(t)$ and $c_2(t)$, coupled by a real function $V(t)$. In units with $\hbar = 1$, the equations of motion are

$$
i\,c_1'(t) = V(t)\,c_2(t), \qquad i\,c_2'(t) = V(t)\,c_1(t).
$$

The pulse area is the integrated coupling

$$
A(t) = \int_0^t V(\tau)\,d\tau ,
$$

which is `pulseArea V t` in the code. The main theorem, `pulse_area_theorem`, says that if $V$ is continuous and $c_1(0)=1$, $c_2(0)=0$, then

$$
|c_2(t)|^2 = \sin^2 A(t)
$$

for every real $t$. A smooth bump, a long weak pulse and a train of short ones give the same transition probability if their areas agree. The area is signed: contributions from stretches with positive $V$ and from stretches with negative $V$ counteract each other, and at a time when the net area is zero, a system that started in state 1 is in state 1 again. Negative times are included, with the usual sign convention for an integral whose upper limit lies below the lower one.

Three further theorems complete the picture.

- `isResonantEvolution_witness` gives an explicit solution for every continuous pulse and every pair of complex initial amplitudes $a$, $b$.
- `complete_transfer_iff` says that a system starting in state 1 has $|c_2(t)|^2 = 1$ exactly when $A(t) = (2n+1)\pi/2$ for some integer $n$, which may be negative.
- `final_state_eq_of_area_eq` compares a pulse $V$ at time $t$ with a pulse $W$ at time $u$. If the areas agree and the initial amplitudes agree, then the final amplitudes agree, phases included. Taking $W = V$ and $u = t$ shows that the initial amplitudes determine the solution.

## Resonance, a real coupling and the factor of two

The structure `IsResonantEvolution V c₁ c₂` contains the physics. Its fields `diff₁` and `diff₂` say that the amplitudes, which are functions from real time to complex numbers, are differentiable everywhere. The fields `eq₁` and `eq₂` are the two Schrödinger equations, with the real number `V t` read as a complex one. The differentiability fields matter because Lean's `deriv` returns zero where a derivative doesn't exist, so the equations alone would not force the amplitudes to have genuine derivatives.

In matrix form the Hamiltonian is

$$
H(t) = V(t)\begin{pmatrix} 0 & 1 \\ 1 & 0 \end{pmatrix}.
$$

The zeros on the diagonal express resonance. For two levels driven by an oscillating field, this form arises in the rotating frame, after the rotating-wave approximation, when the drive frequency matches the level spacing. $V(t)$ is then proportional to the pulse envelope. That $V$ is real means that the phase of the drive stays fixed, apart from sign changes. Detuning, a drifting phase, decay and further levels are all absent from the model.

The convention for the coupling fixes the numbers. In quantum optics the off-diagonal element is often written as $\Omega(t)/2$, with $\Omega$ the Rabi frequency, and the area is defined as $\theta = \int \Omega$. Then $\theta = 2A$, and the probability reads $\sin^2(\theta/2)$. The first complete transfer, at $A = \pi/2$ here, is the familiar $\pi$ pulse.

Continuity of $V$ is assumed on the whole time axis. It stands for a field that is switched on and off without jumps. A constant coupling is allowed, but a rectangular pulse with sharp edges is not.

The name needs some care as well. In optics, "area theorem" also refers to a statement about how the area of a pulse changes as it travels through an absorbing medium. The theorem here concerns a single two-state system in a prescribed field, with no propagation and no back-action on the pulse.

Within this closed, resonant two-state model, the formula gives an exact reference for numerical propagators with time-dependent couplings: for a start in state 1, the computed population of state 2 can be compared with $\sin^2 A$ for any continuous envelope. The test has a limit: the Hamiltonians at different times commute here, so a propagator that ignores time ordering and uses $\exp(-i\int_0^t H(\tau)\,d\tau)$ passes it as well.

## Two combinations that only acquire a phase

The Hamiltonian is at each time a real multiple of one fixed matrix, so the vectors $(1,1)$ and $(1,-1)$ are eigenvectors of it at all times. This suggests working with the sum and the difference of the amplitudes. Let $s = 1$ or $s = -1$, and set $u_s = c_1 + s\,c_2$. The equations of motion give

$$
i\,u_s' = V c_2 + s V c_1 = sV\,(c_1 + s\,c_2) = sV\,u_s ,
$$

where the middle step uses $s^2 = 1$. Hence $u_s' = -isV\,u_s$. Since $V$ is continuous, the fundamental theorem of calculus gives $A' = V$, and so

$$
\frac{d}{dt}\left(u_s\,e^{isA}\right) = \left(-isV + isV\right)u_s\,e^{isA} = 0 .
$$

The product is constant. Because $A(0) = 0$, its value is $u_s(0)$, and therefore

$$
u_s(t) = e^{-isA(t)}\,u_s(0).
$$

The original amplitudes are half the sum and half the difference of $u_1$ and $u_{-1}$:

$$
\begin{aligned}
c_1(t) &= \tfrac12\left[e^{-iA}\big(c_1(0)+c_2(0)\big) + e^{iA}\big(c_1(0)-c_2(0)\big)\right] \\
&= \cos A\;c_1(0) - i\sin A\;c_2(0), \\
c_2(t) &= \tfrac12\left[e^{-iA}\big(c_1(0)+c_2(0)\big) - e^{iA}\big(c_1(0)-c_2(0)\big)\right] \\
&= \cos A\;c_2(0) - i\sin A\;c_1(0).
\end{aligned}
$$

Here $A$ stands for $A(t)$. For $c_1(0)=1$ and $c_2(0)=0$ the second line becomes $c_2(t) = -i\sin A(t)$, whose squared modulus is $\sin^2 A(t)$. Transfer is complete when $\sin^2 A = 1$, which is the same as $\cos A = 0$, and this happens at the odd multiples of $\pi/2$.

For existence, the formulas are read in the other direction. With initial amplitudes $a$ and $b$, differentiating the first one gives

$$
\frac{d}{dt}\left(\cos A\;a - i\sin A\;b\right) = -V\sin A\;a - iV\cos A\;b = -iV\left(\cos A\;b - i\sin A\;a\right),
$$

which is the first equation of motion. Exchanging $a$ and $b$ gives the second.

The same argument also covers a common, time-dependent energy $\varepsilon(t)$ on both diagonal entries, if $\varepsilon$ is continuous and real. The combinations then obey $i\,u_s' = (\varepsilon + sV)\,u_s$, both amplitudes pick up the extra factor $\exp(-i\int_0^t\varepsilon)$, and the populations are unchanged. This variant is a derivation by hand and has no theorem in the file. Unequal diagonal energies are a different matter, because the sum and the difference then mix.

## How the Lean proof follows the calculation

`isResonantEvolution_iff` multiplies each Schrödinger equation by $-i$, which turns it into $c_1' = -iVc_2$ or $c_2' = -iVc_1$. The result is stated with `HasDerivAt`, which says that a derivative exists and names its value, and this is the form that the product and chain rules need. The equivalence is used in both directions: forwards to analyse a given solution, and backwards to show that the explicit formula is one.

`hasDerivAt_pulseArea` is the step $A' = V$. This is where the continuity of $V$ enters.

`dressed_amplitude` proves that $u_s e^{isA}$ keeps its initial value. It takes $s$ as a complex number with `s * s = 1`, so that one proof serves both signs. The product rule leaves the expression

$$
iV c_2\,(s^2 - 1)\,e^{isA},
$$

and the `linear_combination` step removes it with the hypothesis `hs`. Then `is_const_of_deriv_eq_zero` turns a vanishing derivative into equal values at times $t$ and $0$.

`amplitudes_eq` applies this lemma with $s = 1$ and $s = -1$, which gives the equations `p` and `m`. Euler's formula rewrites the phase factors as $C + iS$ and $C - iS$, where $C = \cos A$ and $S = \sin A$. In the last two `linear_combination` calls, the coefficients $(C - iS)/2$ and $(C + iS)/2$ do two things at once: they undo the phases and take half the sum or half the difference. The identity $S^2 + C^2 = 1$, named `hcs`, supplies the fact that each phase factor times its inverse is one.

The remaining proofs are short. `pulse_area_theorem` inserts the initial values and takes the norm of $-i\sin A$. `isResonantEvolution_witness` carries out the differentiation above for general `a` and `b`, and then uses the result a second time with the two exchanged. `complete_transfer_iff` passes from $\sin^2 A = 1$ to $\cos A = 0$ and takes the list of zeros of the cosine from Mathlib. `final_state_eq_of_area_eq` writes both final states by means of `amplitudes_eq`; once the areas and the initial amplitudes are identified, the two expressions are the same.
